# For n ≥ 1, the squared covering radius of D_n is max(1, n/4)

Distance is written here as an explicit sum of squares, because the type `Fin n → ℝ`, Lean's plainest version of $\mathbb R^n$, carries the maximum norm in Mathlib and not the Euclidean one. For a real point $x$ and an integer vector $v$, both with coordinates indexed by $i=0,\dots,n-1$, set

$$q(x,v)=\sum_{i=0}^{n-1}(x_i-v_i)^2 .$$

This is `distSq x v` in the file. The lattice $D_n$ is `checkerboard n`, the set of integer vectors whose coordinates have an even sum. Working with squared distances keeps square roots out of every statement.

## The bound and the points that attain it

For $n\ge 1$, every $x\in\mathbb R^n$ has some $v\in D_n$ with

$$q(x,v)\le \max\left(1,\tfrac n4\right),$$

and there is a point $x$ for which no $v\in D_n$ gives a smaller value. The covering radius, the largest distance from a point of space to its nearest lattice point, is therefore the square root of this maximum. The points farthest from the lattice, its deepest holes, depend on the dimension:

- For $1\le n\le 3$ they are the integer vectors of odd sum, at distance 1.
- For $n\ge 5$ they are the points whose coordinates are all half-odd, that is, an integer plus $1/2$, at squared distance $n/4$.

$D_3$ is the fcc lattice with conventional cube edge 2, so its deepest holes, the octahedral sites, lie at distance 1 from the nearest lattice points.

## Cutoffs in fcc crystals and folding of wave vectors

Rescaled to a perfect, infinite fcc lattice of cube edge $a$, the bound says that a search for sites within a distance $R$ of an arbitrary point always finds one if $R\ge a/2$, and comes back empty at the octahedral sites if $R<a/2$. The reciprocal lattice of an ideal bcc crystal with cube edge $a$ is fcc with cube edge $4\pi/a$, so any wave vector can be folded to length at most $2\pi/a$.

## Rounding, then repairing the parity

**Upper bound.** Round each $x_i$ to a nearest integer $r_i$, so that $|x_i-r_i|\le 1/2$. If $\sum_i r_i$ is even, then $r\in D_n$ and $q(x,r)\le n/4$.

If the sum is odd, let $k$ be a coordinate with the largest error, and let $m=|x_k-r_k|\le 1/2$. Choose $s=\pm1$ with $s(x_k-r_k)=m$, and let $v$ be $r$ with $r_k$ replaced by $r_k+s$. The sum of $v$ is even, and

$$(x_k-r_k-s)^2=(x_k-r_k)^2-2m+1 .$$

The other coordinates are unchanged, so $q(x,v)=q(x,r)+1-2m$. Since no error exceeds $m$, $q(x,r)\le nm^2$, and therefore

$$q(x,v)\le nm^2+1-2m .$$

The right-hand side is convex in $m$, so on $[0,1/2]$ it lies below the chord joining its endpoint values $1$ and $n/4$. Explicitly,

$$(1-2m)\cdot 1+2m\cdot\tfrac n4-(nm^2+1-2m)=nm\left(\tfrac12-m\right)\ge 0 .$$

The chord is a weighted average of $1$ and $n/4$, hence at most $\max(1,n/4)$.

**Lower bound.** If $r$ is an integer vector of odd sum and $v\in D_n$, they differ in some coordinate by a non-zero integer, so $q(r,v)\ge1$. If $x_i=k_i+1/2$ with every $k_i$ an integer, put $t=k_i-v_i$. Then $(t+\tfrac12)^2=t(t+1)+\tfrac14\ge\tfrac14$, because $t(t+1)\ge0$ for integer $t$. Summing over $i$ gives $q(x,v)\ge n/4$.

**Deepest holes for $n\le3$.** Suppose $q(x,v)\ge1$ for all $v\in D_n$. The rounded vector $r$ cannot have even sum, since then $q(x,r)\le3/4$. In the odd case $1\le 3m^2+1-2m$, so $m(2-3m)\le0$. As $m\le1/2$, the bracket is positive, which forces $m=0$ and $x=r$.

**Deepest holes for $n\ge5$.** Suppose $q(x,v)\ge n/4$ for all $v\in D_n$. In the odd case,

$$0\le nm^2+1-2m-\tfrac n4=\left(\tfrac12-m\right)\left(2-n\left(m+\tfrac12\right)\right).$$

The second factor is negative, so $m=1/2$ and $q(x,r)=q(x,v)\ge n/4$. In the even case $q(x,r)\ge n/4$ holds at once. Either way, the non-negative terms $\tfrac14-(x_i-r_i)^2$ have a sum that is at most zero, so every error equals $1/2$.

**A point in fcc.** Take $x=(0.9,\,0.3,\,-0.2)$. Rounding gives $r=(1,0,0)$, with odd sum, errors $0.1,0.3,0.2$ and $q(x,r)=0.14$. The largest error is at $k=1$, so $v=(1,1,0)$ and

$$q(x,v)=0.01+0.49+0.04=0.54=0.14+1-2(0.3).$$

**Repairing the wrong coordinate.** A routine that always repairs coordinate 0 also returns a vector of even sum, but it loses the bound. For $x=(1,\,0.4,\,0.4)$ the rounded vector is $(1,0,0)$, and moving coordinate 0 gives squared distance $1.32$. Moving coordinate 1, which has the largest error, gives $0.52$.

## The Lean file

```lean
import Mathlib

open Finset

namespace CheckerboardCoveringRadius

/-- The lattice `D_n`: integer vectors whose coordinates have an even sum. -/
def checkerboard (n : ℕ) : Set (Fin n → ℤ) := {v | Even (∑ i, v i)}

/-- The squared Euclidean distance from a point of space to an integer vector. -/
def distSq {n : ℕ} (x : Fin n → ℝ) (v : Fin n → ℤ) : ℝ := ∑ i, (x i - v i) ^ 2

/-- If every coordinate differs by at most `m`, the squared distance is at most `n m²`. -/
theorem distSq_le {n : ℕ} (x : Fin n → ℝ) (r : Fin n → ℤ) (m : ℝ)
    (h : ∀ i, |x i - r i| ≤ m) : distSq x r ≤ n * m ^ 2 := by
  calc distSq x r ≤ ∑ _i : Fin n, m ^ 2 :=
        Finset.sum_le_sum fun i _ => sq_le_sq' (abs_le.mp (h i)).1 (abs_le.mp (h i)).2
    _ = n * m ^ 2 := by
        rw [Finset.sum_const, Finset.card_univ, Fintype.card_fin, nsmul_eq_mul]

/-- For an integer vector `r` of odd sum and any coordinate `k`, some point of `D_n` has squared
distance from `x` equal to that of `r` plus `1 - 2 |x_k - r_k|`. -/
theorem parity_repair {n : ℕ} (x : Fin n → ℝ) (r : Fin n → ℤ) (hr : Odd (∑ i, r i))
    (k : Fin n) :
    ∃ v ∈ checkerboard n, distSq x v = distSq x r + (1 - 2 * |x k - r k|) := by
  -- the unit step `s = ±1` points from `r k` towards `x k`
  obtain ⟨s, hodd, hs2, hs⟩ : ∃ s : ℤ, Odd s ∧ (s : ℝ) ^ 2 = 1 ∧
      (s : ℝ) * (x k - r k) = |x k - r k| := by
    rcases le_total 0 (x k - r k) with h | h
    · exact ⟨1, odd_one, by norm_num, by rw [abs_of_nonneg h]; norm_num⟩
    · exact ⟨-1, odd_one.neg, by norm_num, by rw [abs_of_nonpos h]; push_cast; ring⟩
  refine ⟨fun i => r i + if i = k then s else 0, ?_, ?_⟩
  · have hsum : ∑ i, (r i + if i = k then s else 0) = ∑ i, r i + s := by
      simp [Finset.sum_add_distrib]
    change Even (∑ i, (r i + if i = k then s else 0))
    rw [hsum]
    exact hr.add_odd hodd
  · have term : ∀ i, (x i - ((r i + if i = k then s else 0 : ℤ) : ℝ)) ^ 2
        = (x i - r i) ^ 2 + if i = k then 1 - 2 * |x k - r k| else 0 := by
      intro i
      by_cases h : i = k
      · simp only [if_pos h]
        rw [h]
        push_cast
        linear_combination hs2 - 2 * hs
      · simp [h]
    unfold distSq
    rw [Finset.sum_congr rfl fun i _ => term i, Finset.sum_add_distrib]
    simp

/-- Every point has an integer vector `r` within `m ≤ 1/2` in each coordinate, such that either
`r` lies in `D_n`, or `r` has odd sum and some point of `D_n` has squared distance
larger by `1 - 2m`. -/
theorem rounding {n : ℕ} (x : Fin n → ℝ) :
    ∃ (r : Fin n → ℤ) (m : ℝ), 0 ≤ m ∧ m ≤ 1 / 2 ∧ (∀ i, |x i - r i| ≤ m) ∧
      (r ∈ checkerboard n ∨ (Odd (∑ i, r i) ∧
        ∃ v ∈ checkerboard n, distSq x v = distSq x r + (1 - 2 * m))) := by
  obtain ⟨r, hr⟩ : ∃ r : Fin n → ℤ, ∀ i, |x i - r i| ≤ 1 / 2 :=
    ⟨fun i => round (x i), fun i => abs_sub_round (x i)⟩
  rcases Int.even_or_odd (∑ i, r i) with he | ho
  · exact ⟨r, 1 / 2, by norm_num, le_refl _, hr, Or.inl he⟩
  · have : Nonempty (Fin n) := by
      rcases isEmpty_or_nonempty (Fin n) with h | h
      · simp at ho
      · exact h
    -- repair the parity at the coordinate with the largest rounding error
    obtain ⟨k, hk⟩ := Finite.exists_max (fun i => |x i - (r i : ℝ)|)
    exact ⟨r, |x k - r k|, abs_nonneg _, hr k, hk, Or.inr ⟨ho, parity_repair x r ho k⟩⟩

/-- An integer vector of odd sum has squared distance at least 1 from every point of `D_n`. -/
theorem one_le_distSq_of_odd {n : ℕ} (r v : Fin n → ℤ) (hr : Odd (∑ i, r i))
    (hv : v ∈ checkerboard n) : 1 ≤ distSq (fun i => (r i : ℝ)) v := by
  obtain ⟨i, hi⟩ : ∃ i, r i ≠ v i := by
    by_contra h
    have e : r = v := funext fun i => not_not.mp fun hne => h ⟨i, hne⟩
    rw [e] at hr
    exact (Int.not_odd_iff_even.2 hv) hr
  have h0 : 0 < (r i - v i) ^ 2 :=
    lt_of_le_of_ne (sq_nonneg _) (Ne.symm (pow_ne_zero 2 (sub_ne_zero.2 hi)))
  have h1 : (1 : ℤ) ≤ (r i - v i) ^ 2 := by linarith
  have h2 : (1 : ℝ) ≤ ((r i : ℝ) - v i) ^ 2 := by exact_mod_cast h1
  exact h2.trans (Finset.single_le_sum (f := fun j => ((r j : ℝ) - v j) ^ 2)
    (fun j _ => sq_nonneg _) (Finset.mem_univ i))

/-- A point whose coordinates are all half-odd has squared distance at least `n/4` from
every integer vector. -/
theorem quarter_le_distSq {n : ℕ} (k v : Fin n → ℤ) :
    (n : ℝ) / 4 ≤ distSq (fun i => (k i : ℝ) + 1 / 2) v := by
  calc (n : ℝ) / 4 = ∑ _i : Fin n, (1 / 4 : ℝ) := by
        rw [Finset.sum_const, Finset.card_univ, Fintype.card_fin, nsmul_eq_mul]; ring
    _ ≤ distSq (fun i => (k i : ℝ) + 1 / 2) v := by
        refine Finset.sum_le_sum fun i _ => ?_
        have hz : 0 ≤ (k i - v i) * (k i - v i + 1) := by
          rcases le_or_gt 0 (k i - v i) with h | h
          · exact mul_nonneg h (by omega)
          · exact mul_nonneg_of_nonpos_of_nonpos (by omega) (by omega)
        have hR : (0 : ℝ) ≤ ((k i : ℝ) - v i) * ((k i : ℝ) - v i + 1) := by exact_mod_cast hz
        change (1 / 4 : ℝ) ≤ ((k i : ℝ) + 1 / 2 - v i) ^ 2
        nlinarith [hR]

/-- For `n ≥ 1`, the squared covering radius of `D_n` is `max(1, n/4)`: every point of space has a
lattice point within this squared distance, and some point has no lattice point closer. -/
theorem covering_radius_sq {n : ℕ} (hn : 1 ≤ n) :
    (∀ x : Fin n → ℝ, ∃ v ∈ checkerboard n, distSq x v ≤ max 1 ((n : ℝ) / 4)) ∧
    ∃ x : Fin n → ℝ, ∀ v ∈ checkerboard n, max 1 ((n : ℝ) / 4) ≤ distSq x v := by
  have n0 : (0 : ℝ) ≤ n := Nat.cast_nonneg n
  constructor
  · intro x
    obtain ⟨r, m, m0, m1, hm, h⟩ := rounding x
    have hS := distSq_le x r m hm
    have hc : 0 ≤ (n : ℝ) * m * (1 / 2 - m) :=
      mul_nonneg (mul_nonneg n0 m0) (sub_nonneg.2 m1)
    have b1 := le_max_left 1 ((n : ℝ) / 4)
    have b2 := le_max_right 1 ((n : ℝ) / 4)
    rcases h with he | ⟨-, v, hv, hd⟩
    · refine ⟨r, he, ?_⟩
      nlinarith [mul_nonneg n0 (sub_nonneg.2 m1)]
    · -- convexity in `m`: the bound is at most the larger of its values at `m = 0` and `m = 1/2`
      refine ⟨v, hv, ?_⟩
      have c1 := mul_nonneg (by linarith : 0 ≤ 1 - 2 * m) (sub_nonneg.2 b1)
      have c2 := mul_nonneg m0 (sub_nonneg.2 b2)
      rw [hd]
      nlinarith
  · rcases le_total ((n : ℝ) / 4) 1 with h | h
    · obtain ⟨i0⟩ : Nonempty (Fin n) := ⟨⟨0, hn⟩⟩
      rw [max_eq_left h]
      exact ⟨_, fun v hv => one_le_distSq_of_odd (fun i => if i = i0 then 1 else 0) v
        (by simp) hv⟩
    · rw [max_eq_right h]
      exact ⟨_, fun v _ => quarter_le_distSq (fun _ => 0) v⟩

/-- In dimension at most three, the points at distance at least 1 from all lattice points are
exactly the integer vectors of odd sum. -/
theorem deep_holes_low {n : ℕ} (hn : n ≤ 3) (x : Fin n → ℝ) :
    (∀ v ∈ checkerboard n, 1 ≤ distSq x v) ↔
      ∃ r : Fin n → ℤ, Odd (∑ i, r i) ∧ x = fun i => (r i : ℝ) := by
  constructor
  · intro h
    obtain ⟨r, m, m0, m1, hm, hc⟩ := rounding x
    have hS := distSq_le x r m hm
    have n3 : (n : ℝ) ≤ 3 := by exact_mod_cast hn
    have hb : (n : ℝ) * m ^ 2 ≤ 3 * m ^ 2 := mul_le_mul_of_nonneg_right n3 (sq_nonneg m)
    have hq : 0 ≤ m * (1 / 2 - m) := mul_nonneg m0 (sub_nonneg.2 m1)
    rcases hc with he | ⟨ho, v, hv, hd⟩
    · have := h r he
      nlinarith
    · -- the largest rounding error must vanish
      have h1 := h v hv
      have hz : m ≤ 0 := by nlinarith
      refine ⟨r, ho, funext fun i => ?_⟩
      have := abs_le.mp ((hm i).trans hz)
      linarith [this.1, this.2]
  · rintro ⟨r, hr, rfl⟩ v hv
    exact one_le_distSq_of_odd r v hr hv

/-- In dimension at least five, the points at squared distance at least `n/4` from all lattice
points are exactly those whose coordinates are all half-odd. -/
theorem deep_holes_high {n : ℕ} (hn : 5 ≤ n) (x : Fin n → ℝ) :
    (∀ v ∈ checkerboard n, (n : ℝ) / 4 ≤ distSq x v) ↔
      ∃ k : Fin n → ℤ, x = fun i => (k i : ℝ) + 1 / 2 := by
  constructor
  · intro h
    obtain ⟨r, m, m0, m1, hm, hc⟩ := rounding x
    have n5 : (5 : ℝ) ≤ n := by exact_mod_cast hn
    have hS : (n : ℝ) / 4 ≤ distSq x r := by
      rcases hc with he | ⟨-, v, hv, hd⟩
      · exact h r he
      · have h1 := h v hv
        have h2 := distSq_le x r m hm
        have hhalf : 1 / 2 ≤ m := by
          by_contra hlt
          have p1 : 0 < 1 / 2 - m := by linarith [not_le.mp hlt]
          have p2 : 0 < (n : ℝ) + 2 * (n * m) - 4 := by
            have : 0 ≤ (n : ℝ) * m := mul_nonneg (by linarith) m0
            linarith
          nlinarith [mul_pos p1 p2]
        linarith
    -- no coordinate can fall short of the maximal rounding error
    have key : ∀ i, ∃ k : ℤ, x i = (k : ℝ) + 1 / 2 := by
      intro i
      have hb : ∀ j, |x j - r j| ≤ 1 / 2 := fun j => (hm j).trans m1
      have h1 : 1 / 4 - (x i - r i) ^ 2 ≤ ∑ j, (1 / 4 - (x j - r j) ^ 2) :=
        Finset.single_le_sum (f := fun j => 1 / 4 - (x j - (r j : ℝ)) ^ 2)
          (fun j _ => by
            have := abs_le.mp (hb j)
            change 0 ≤ 1 / 4 - (x j - (r j : ℝ)) ^ 2
            nlinarith [this.1, this.2]) (Finset.mem_univ i)
      have h2 : ∑ j, (1 / 4 - (x j - r j) ^ 2) = (n : ℝ) / 4 - distSq x r := by
        rw [Finset.sum_sub_distrib, Finset.sum_const, Finset.card_univ, Fintype.card_fin,
          nsmul_eq_mul]
        unfold distSq
        ring
      have h3 : 1 / 4 ≤ (x i - r i) ^ 2 := by linarith
      obtain ⟨l, u⟩ := abs_le.mp (hb i)
      rcases le_total 0 (x i - r i) with hp | hp
      · exact ⟨r i, by nlinarith⟩
      · refine ⟨r i - 1, ?_⟩
        push_cast
        nlinarith
    choose k hk using key
    exact ⟨k, funext hk⟩
  · rintro ⟨k, rfl⟩ v _
    exact quarter_le_distSq k v

end CheckerboardCoveringRadius
```

```lean
#print axioms CheckerboardCoveringRadius.covering_radius_sq
#print axioms CheckerboardCoveringRadius.deep_holes_low
#print axioms CheckerboardCoveringRadius.deep_holes_high
```

```
'CheckerboardCoveringRadius.covering_radius_sq' depends on axioms: [propext, Classical.choice, Quot.sound]
'CheckerboardCoveringRadius.deep_holes_low' depends on axioms: [propext, Classical.choice, Quot.sound]
'CheckerboardCoveringRadius.deep_holes_high' depends on axioms: [propext, Classical.choice, Quot.sound]
```

## How the theorems divide the argument

`covering_radius_sq` is a conjunction. Its first half is the upper bound for every `x`; its second half supplies one `x` that stays at least that far from all of `checkerboard n`. The hypothesis `1 ≤ n` is needed for the second half: in dimension zero the only point is itself a lattice point.

The lemmas follow the derivation:

- `distSq_le` is the estimate $q(x,r)\le nm^2$.
- `parity_repair` constructs $s$ and $v$ for any chosen coordinate `k`. Its `linear_combination` step is the expansion of the square above.
- `rounding` applies that repair at the largest error, found with `Finite.exists_max`. When the rounded vector already has even sum, it simply reports `m = 1/2`.
- `one_le_distSq_of_odd` and `quarter_le_distSq` are the two lower bounds.

In the main proof, `hc` is the gap between chord and parabola, while `c1` and `c2` compare the endpoint values with the maximum; `nlinarith` combines them. In `deep_holes_low`, the step `hz` forces the largest error to vanish. In `deep_holes_high`, `hS` is the bound $q(x,r)\ge n/4$ for either parity, with `hhalf` showing that $m=1/2$ in the odd case; `key` deduces from `hS` that every coordinate is half-odd.

## Exact arithmetic, unscaled lattices and dimension four

The two hole theorems are equivalences: they identify all points at squared distance at least $1$, or at least $n/4$, from the whole lattice. Neither covers $n=4$. There the two lower bounds coincide, so integer vectors of odd sum and points with all coordinates half-odd both attain the maximum, but the file gives no complete list of the deepest holes.

The upper bound guarantees a lattice point within the stated distance; it does not say that the point built by rounding and repair is the nearest one. The argument uses only that rounding errors are at most $1/2$, so the rule for breaking ties is immaterial. Coordinates are exact real numbers, and floating-point error in a program needs its own allowance. The lattice is infinite and undistorted, in units where it consists of integer vectors; the factors of $a$ quoted for crystals come from ordinary rescaling, and strained or thermally displaced structures need a separate estimate.
